# For distinct levels j and k among d, the phase factor exp(2πi(j − k)/d) is a d-th root of unity other than 1

Take a finite set of d levels, numbered from 0 to d − 1, and the elementary phase factor w = exp(2πi/d). The lemma says that for two distinct levels j and k the number w^(j − k) is not 1, while its d-th power is 1. It is a statement about complex numbers only, with no state vector or Hamiltonian in it. The attempt starts from the fact that w is a primitive d-th root of unity: if w^(j − k) were 1, d would divide j − k, which lies strictly between −d and d and so would have to be zero. For the second claim it exchanges the two exponents, turning (w^(j − k))^d into (w^d)^(j − k), which is 1.

Lean 4 with Mathlib refuses this proof:

```lean
import Mathlib

open Matrix Filter Topology
open scoped Real

namespace PeggBarnettMatrix

noncomputable section

/-- The elementary phase factor `exp (2 π i / d)`. -/
def phaseRoot (d : ℕ) : ℂ := Complex.exp (2 * π * Complex.I / d)

/-- For distinct levels `j` and `k`, the factor `w^(j-k)` is a `d`-th root of unity
different from one. -/
theorem phaseRoot_zpow {d : ℕ} {j k : Fin d} (h : j ≠ k) :
    phaseRoot d ^ ((j : ℤ) - (k : ℤ)) ≠ 1 ∧
      (phaseRoot d ^ ((j : ℤ) - (k : ℤ))) ^ d = 1 := by
  have hj := j.isLt
  have hk := k.isLt
  have hp : IsPrimitiveRoot (phaseRoot d) d := Complex.isPrimitiveRoot_exp d (by omega)
  constructor
  · intro h1
    obtain ⟨c, hc⟩ := (hp.zpow_eq_one_iff_dvd _).mp h1
    have hne : (j : ℕ) ≠ (k : ℕ) := fun e => h (Fin.ext e)
    -- a multiple of `d` strictly between `-d` and `d` vanishes
    have c1 : c < 1 := by
      by_contra hcc
      have : (d : ℤ) * 1 ≤ d * c := mul_le_mul_of_nonneg_left (by omega) (by omega)
      omega
    have c2 : -1 < c := by
      by_contra hcc
      have : (d : ℤ) * c ≤ d * (-1) := mul_le_mul_of_nonneg_left (by omega) (by omega)
      omega
    have c0 : c = 0 := by omega
    rw [c0, mul_zero] at hc
    omega
  · generalize (j : ℤ) - (k : ℤ) = l
    rw [← zpow_natCast, ← zpow_mul, mul_comm l, zpow_mul, zpow_natCast, hp.pow_eq_one, one_zpow]

end

end PeggBarnettMatrix
```

The error:

```
Main.lean:38:26: error: Ambiguous term
  zpow_mul
Possible interpretations:
  _root_.zpow_mul : ∀ (a : ?m.219) (m n : ℤ), a ^ (m * n) = (a ^ m) ^ n
  
  Matrix.zpow_mul : ∀ (A : Matrix ?m.219 ?m.219 ?m.222), IsUnit A.det → ∀ (m n : ℤ), A ^ (m * n) = (A ^ m) ^ n
```

What went wrong. The file has `open Matrix`, so the short name `zpow_mul` can mean either `_root_.zpow_mul`, the general rule a^(m * n) = (a^m)^n, or `Matrix.zpow_mul`, the rule for square matrices whose determinant is a unit. In `← zpow_mul` Lean finds both readings possible and reports an ambiguous term instead of choosing one. The mathematics of the step is sound; only the name is unclear.

The powers here are of a complex number, so the general rule is the one wanted. Writing `_root_.zpow_mul` names it outright and removes the ambiguity. The same name is used again later in the `rw`, to split the exponent after `mul_comm l` has swapped the factors, and it needs the same prefix.

The diff also writes `_root_.one_zpow` for the last step, where 1 is raised to an integer power. This fixes the general lemma there too, though the message shown does not concern that name. The line break is mere tidying.

Lean accepts the file once it reads:

```diff
@@ -36,5 +36,6 @@
     omega
   · generalize (j : ℤ) - (k : ℤ) = l
-    rw [← zpow_natCast, ← zpow_mul, mul_comm l, zpow_mul, zpow_natCast, hp.pow_eq_one, one_zpow]
+    rw [← zpow_natCast, ← _root_.zpow_mul, mul_comm l, _root_.zpow_mul, zpow_natCast,
+      hp.pow_eq_one, _root_.one_zpow]
 
 end
```
